# Negative secant curvature of a twice differentiable energy implies negative Hessian curvature inside the step

## Energy, gradient, Hessian and secant curvature

Configurations are vectors in a real inner product space V, with inner product ⟨u, v⟩ and norm ‖v‖. For N atoms in Cartesian coordinates, V is the 3N-dimensional Euclidean space. The dimension is left open here, and finite dimension is assumed only where eigenvalues enter.

```lean
import Mathlib

open scoped InnerProductSpace

noncomputable section

namespace SecantMeanValueHessian

variable {V : Type*} [NormedAddCommGroup V] [InnerProductSpace ℝ V]
```

An energy f : V → ℝ has gradient g(x) and Hessian H(x) at the configuration x. For every displacement v, to first order,

f(x + v) ≈ f(x) + ⟨g(x), v⟩,
g(x + v) ≈ g(x) + H(x)v.

The structure `IsEnergySurface f g H` states both as derivatives at every x. In the field `grad`, the expression `innerSL ℝ (g x)` is the linear map v ↦ ⟨g(x), v⟩. The field `hess` makes the continuous linear operator `H x` the derivative of g. Continuity of x ↦ H(x) is not required. Differentiability on all of V is an idealisation: a molecular energy with singularities at coinciding nuclei, or with a kink at a surface crossing, doesn't satisfy it.

```lean
/-- The energy `f` has gradient `g` and Hessian `H` at every configuration. -/
structure IsEnergySurface (f : V → ℝ) (g : V → V) (H : V → V →L[ℝ] V) : Prop where
  grad : ∀ x, HasFDerivAt f (innerSL ℝ (g x)) x
  hess : ∀ x, HasFDerivAt g (H x) x
```

A step s from x changes the gradient by y = g(x + s) − g(x). Its secant curvature is the number ⟨y, s⟩, not divided by ‖s‖².

```lean
/-- The secant curvature `⟨y, s⟩` of a step `s` from `x`, where `y` is the change of gradient. -/
def secantCurvature (g : V → V) (x s : V) : ℝ := ⟪g (x + s) - g x, s⟫_ℝ
```

A quasi-Newton method that imposes the secant equation Bs = y on a positive definite model Hessian B needs ⟨y, s⟩ = ⟨Bs, s⟩ > 0 for s ≠ 0. In geometry optimisation in Cartesian coordinates, with exact gradients of a twice differentiable energy, a strictly negative ⟨y, s⟩ reveals negative curvature of the energy in these coordinates, at a point strictly inside the straight segment between the two geometries. The borderline value ⟨y, s⟩ = 0 also violates the condition, but it doesn't imply negative curvature: a constant energy gives it for every step.

## The mean value theorem along the step

Fix x and s, and follow the component of the gradient on s along the line through both configurations:

φ(r) = ⟨g(x + rs), s⟩.

The point x + rs moves with velocity s, so by the chain rule g(x + rs) changes at the rate H(x + rs)s. Since s is constant in the inner product,

φ′(t) = ⟨H(x + ts)s, s⟩.

In the proof, `hl` is the velocity of the point, `hg` is the chain rule, and the last line differentiates the inner product.

```lean
variable {f : V → ℝ} {g : V → V} {H : V → V →L[ℝ] V}

/-- Along the line `x + t s`, the gradient component on `s` changes at the rate `⟨H s, s⟩`. -/
theorem hasDerivAt_gradient_along (h : IsEnergySurface f g H) (x s : V) (t : ℝ) :
    HasDerivAt (fun r : ℝ => ⟪g (x + r • s), s⟫_ℝ) ⟪H (x + t • s) s, s⟫_ℝ t := by
  have hl : HasDerivAt (fun r : ℝ => x + r • s) s t := by
    simpa using ((hasDerivAt_id t).smul_const s).const_add x
  have hg : HasDerivAt (fun r : ℝ => g (x + r • s)) (H (x + t • s) s) t :=
    (h.hess (x + t • s)).comp_hasDerivAt t hl
  simpa using hg.inner ℝ (hasDerivAt_const t s)
```

The function φ is differentiable everywhere, hence continuous on [0, 1]. The one-dimensional mean value theorem gives a t with 0 < t < 1 and

φ′(t) = (φ(1) − φ(0)) / (1 − 0) = ⟨g(x + s), s⟩ − ⟨g(x), s⟩ = ⟨y, s⟩.

Therefore

⟨y, s⟩ = ⟨H(x + ts)s, s⟩.

This is an equality of components along s; the vectors y and H(x + ts)s need not agree. It holds in any dimension, and for s = 0 both sides vanish. In Lean, `exists_hasDerivAt_eq_slope` supplies t, `Set.Ioo (0 : ℝ) 1` is the open interval, and the remaining lines simplify the slope.

```lean
/-- The secant curvature of any step equals the Hessian curvature along the step at some
interior point of the segment. -/
theorem secant_eq_hessian_at_interior_point (h : IsEnergySurface f g H) (x s : V) :
    ∃ t ∈ Set.Ioo (0 : ℝ) 1, secantCurvature g x s = ⟪H (x + t • s) s, s⟫_ℝ := by
  obtain ⟨t, ht, he⟩ := exists_hasDerivAt_eq_slope
    (fun r : ℝ => ⟪g (x + r • s), s⟫_ℝ) (fun r : ℝ => ⟪H (x + r • s) s, s⟫_ℝ)
    zero_lt_one
    (fun r _ => (hasDerivAt_gradient_along h x s r).continuousAt.continuousWithinAt)
    (fun r _ => hasDerivAt_gradient_along h x s r)
  refine ⟨t, ht, ?_⟩
  simp only [one_smul, zero_smul, add_zero, sub_zero, div_one] at he
  rw [secantCurvature, inner_sub_left]
  exact he.symm
```

## From curvature along the step to an eigenvalue

To pass from a direction to an eigenvalue, the Hessian must be symmetric. For displacements v and w and small ε > 0, consider the second difference

Δ(ε) = f(x + εv + εw) − f(x + εv) − f(x + εw) + f(x).

Applying the mean value theorem to r ↦ f(x + rεv + εw) − f(x + rεv) gives some θ in (0, 1), depending on ε, with

Δ(ε) = ε⟨g(x + θεv + εw) − g(x + θεv), v⟩.

Because g is differentiable at x, the difference of gradients is εH(x)w + o(ε), so

Δ(ε) = ε²⟨H(x)w, v⟩ + o(ε²).

Exchanging v and w leaves Δ(ε) unchanged. Dividing by ε² and letting ε → 0 yields ⟨H(x)w, v⟩ = ⟨H(x)v, w⟩.

Lean takes this equality of mixed derivatives from Mathlib's `second_derivative_symmetric`. The preparation writes the inner product as a continuous bilinear map `L`, so that the derivative of f is `L (g y)` and its second derivative at x is `L.comp (H x)`. The conclusion `IsSymmetric` means ⟨H(x)v, w⟩ = ⟨v, H(x)w⟩ for all v and w.

```lean
/-- The Hessian of an energy is a symmetric operator. -/
theorem hessian_isSymmetric (h : IsEnergySurface f g H) (x : V) :
    (H x : V →ₗ[ℝ] V).IsSymmetric := by
  -- the inner product as a continuous bilinear map
  obtain ⟨L, hL⟩ : ∃ L : V →L[ℝ] V →L[ℝ] ℝ, ∀ u v, L u v = ⟪u, v⟫_ℝ :=
    ⟨LinearMap.mkContinuous₂ (innerₗ V) 1 (fun u v => by
      rw [one_mul]
      exact norm_inner_le_norm (𝕜 := ℝ) u v), fun _ _ => rfl⟩
  have hf : ∀ y, HasFDerivAt f (L (g y)) y := fun y => by
    have e : L (g y) = innerSL ℝ (g y) := ContinuousLinearMap.ext fun v => hL _ _
    rw [e]
    exact h.grad y
  have hg : HasFDerivAt (fun y => L (g y)) (L.comp (H x)) x :=
    L.hasFDerivAt.comp x (h.hess x)
  intro v w
  -- mixed second derivatives agree
  have h3 : L (H x v) w = L (H x w) v := second_derivative_symmetric hf hg v w
  rw [hL, hL] at h3
  exact h3.trans (real_inner_comm _ _)
```

Now let V be finite-dimensional, T a symmetric operator and s ≠ 0. Choose an orthonormal eigenbasis bᵢ with Tbᵢ = λᵢbᵢ, and put cᵢ = ⟨bᵢ, s⟩. Then

⟨Ts, s⟩ = Σᵢ λᵢcᵢ²,
‖s‖² = Σᵢ cᵢ².

Suppose that every eigenvalue satisfied λᵢ‖s‖² > ⟨Ts, s⟩. The two expansions give

Σᵢ (λᵢ‖s‖² − ⟨Ts, s⟩)cᵢ² = ‖s‖²⟨Ts, s⟩ − ⟨Ts, s⟩‖s‖² = 0.

Every term is non-negative, so every term is zero. The brackets are positive, hence all cᵢ vanish and s = 0, a contradiction. Some eigenvalue μ therefore obeys μ‖s‖² ≤ ⟨Ts, s⟩.

The proof below has the same order: `hgt` is the supposition, `hq` and `hn` are the expansions, `hzero` is the vanishing sum, and `hc` removes the components of s.

```lean
/-- A symmetric operator has an eigenvalue no larger than the Rayleigh quotient of a given
nonzero vector. -/
theorem exists_eigenvalue_le_rayleigh [FiniteDimensional ℝ V] {T : V →ₗ[ℝ] V}
    (hT : T.IsSymmetric) {s : V} (hs : s ≠ 0) :
    ∃ μ : ℝ, Module.End.HasEigenvalue T μ ∧ μ * ‖s‖ ^ 2 ≤ ⟪T s, s⟫_ℝ := by
  obtain ⟨b, lam, hTb⟩ : ∃ (b : OrthonormalBasis (Fin (Module.finrank ℝ V)) ℝ V)
      (lam : Fin (Module.finrank ℝ V) → ℝ), ∀ i, T (b i) = lam i • b i :=
    ⟨hT.eigenvectorBasis rfl, hT.eigenvalues rfl, fun i => hT.apply_eigenvectorBasis rfl i⟩
  by_contra hcon
  have hgt : ∀ i, ⟪T s, s⟫_ℝ < lam i * ‖s‖ ^ 2 := fun i => lt_of_not_ge fun hi =>
    hcon ⟨lam i, Module.End.hasEigenvalue_of_hasEigenvector
      ⟨Module.End.mem_eigenspace_iff.mpr (hTb i), b.orthonormal.ne_zero i⟩, hi⟩
  -- expand the curvature and the norm in the eigenbasis
  have hq : ∑ i, lam i * ⟪b i, s⟫_ℝ ^ 2 = ⟪T s, s⟫_ℝ := by
    rw [← b.sum_inner_mul_inner (T s) s]
    refine Finset.sum_congr rfl fun i _ => ?_
    rw [hT s (b i), hTb, inner_smul_right, real_inner_comm (b i) s]
    ring
  have hn : ∑ i, ⟪b i, s⟫_ℝ ^ 2 = ‖s‖ ^ 2 := by
    rw [← real_inner_self_eq_norm_sq, ← b.sum_inner_mul_inner s s]
    refine Finset.sum_congr rfl fun i _ => ?_
    rw [real_inner_comm (b i) s]
    ring
  have hzero : ∑ i, (lam i * ‖s‖ ^ 2 - ⟪T s, s⟫_ℝ) * ⟪b i, s⟫_ℝ ^ 2 = 0 := by
    calc _ = ‖s‖ ^ 2 * ∑ i, lam i * ⟪b i, s⟫_ℝ ^ 2
          - ⟪T s, s⟫_ℝ * ∑ i, ⟪b i, s⟫_ℝ ^ 2 := by
          rw [Finset.mul_sum, Finset.mul_sum, ← Finset.sum_sub_distrib]
          exact Finset.sum_congr rfl fun i _ => by ring
      _ = 0 := by rw [hq, hn]; ring
  -- every component of `s` would have to vanish
  have hc : ∀ i, ⟪b i, s⟫_ℝ ^ 2 = 0 := fun i => by
    have h0 := (Finset.sum_eq_zero_iff_of_nonneg (fun i _ =>
      mul_nonneg (sub_nonneg.2 (hgt i).le) (sq_nonneg _))).1 hzero i (Finset.mem_univ i)
    exact (mul_eq_zero.1 h0).resolve_left (sub_pos.2 (hgt i)).ne'
  have hs0 : ‖s‖ ^ 2 = 0 := by
    rw [← hn]
    exact Finset.sum_eq_zero fun i _ => hc i
  exact hs (norm_eq_zero.1 ((pow_eq_zero_iff two_ne_zero).1 hs0))
```

Taking T = H(x + ts) at the mean value point and dividing by ‖s‖² > 0 gives a bound computed from two gradients:

μ ≤ ⟨y, s⟩ / ‖s‖².

The eigenvalue μ belongs to the Hessian at that interior point, whose position t is not determined.

```lean
/-- For a nonzero step, the Hessian at some interior point of the segment has an eigenvalue
no larger than the secant curvature divided by the squared step length. -/
theorem exists_hessian_eigenvalue_le_secant [FiniteDimensional ℝ V]
    (h : IsEnergySurface f g H) (x : V) {s : V} (hs : s ≠ 0) :
    ∃ t ∈ Set.Ioo (0 : ℝ) 1, ∃ μ : ℝ,
      Module.End.HasEigenvalue (H (x + t • s) : V →ₗ[ℝ] V) μ ∧
      μ ≤ secantCurvature g x s / ‖s‖ ^ 2 := by
  obtain ⟨t, ht, he⟩ := secant_eq_hessian_at_interior_point h x s
  obtain ⟨μ, hμ, hle⟩ := exists_eigenvalue_le_rayleigh (hessian_isSymmetric h (x + t • s)) hs
  refine ⟨t, ht, μ, hμ, ?_⟩
  rw [le_div_iff₀ (pow_pos (norm_pos_iff.2 hs) 2), he]
  exact hle
```

## The certificate

Let V be finite-dimensional and ⟨y, s⟩ < 0. Then s ≠ 0, since a zero step has zero secant curvature. At the mean value point,

⟨H(x + ts)s, s⟩ = ⟨y, s⟩ < 0,

so the Hessian is negative along the step. The eigenvalue bound gives μ‖s‖² ≤ ⟨H(x + ts)s, s⟩ < 0, and hence μ < 0. Lean excludes μ ≥ 0 by noting that μ‖s‖² would then be non-negative. Both conclusions concern the same t.

```lean
/-- If a step has negative secant curvature, then at some interior point of the segment the
Hessian is negative along the step and has a negative eigenvalue. -/
theorem negative_secant_certifies [FiniteDimensional ℝ V]
    (h : IsEnergySurface f g H) {x s : V} (hneg : secantCurvature g x s < 0) :
    ∃ t ∈ Set.Ioo (0 : ℝ) 1, ⟪H (x + t • s) s, s⟫_ℝ < 0 ∧
      ∃ μ < 0, Module.End.HasEigenvalue (H (x + t • s) : V →ₗ[ℝ] V) μ := by
  have hs : s ≠ 0 := by
    rintro rfl
    simp [secantCurvature] at hneg
  obtain ⟨t, ht, he⟩ := secant_eq_hessian_at_interior_point h x s
  obtain ⟨μ, hμ, hle⟩ := exists_eigenvalue_le_rayleigh (hessian_isSymmetric h (x + t • s)) hs
  have hH : ⟪H (x + t • s) s, s⟫_ℝ < 0 := he ▸ hneg
  refine ⟨t, ht, hH, μ, ?_, hμ⟩
  by_contra hn
  exact absurd (lt_of_le_of_lt hle hH)
    (not_lt_of_ge (mul_nonneg (not_lt.1 hn) (sq_nonneg _)))
```

The eigenvalue conclusion depends on g being the gradient of an energy. Drop the field `grad`, and consider on ℝ² the linear force-like field

g(q₁, q₂) = (q₁ − 4q₂, q₂).

Its derivative is the constant matrix A with rows (1, −4) and (0, 1), which is not symmetric, so g has no potential. For s = (1, 1) and any starting point, y = As = (−3, 1) and ⟨y, s⟩ = −2. Yet the only eigenvalue of A is 1. The curvature along s is still negative, but it no longer signals a negative eigenvalue.

## Short steps detect negative curvature at their starting point

Conversely, suppose ⟨H(x)s, s⟩ < 0. With φ as before, φ′(0) < 0, so the difference quotients at zero are eventually negative: there is δ > 0 with

(φ(ε) − φ(0)) / ε < 0 for 0 < ε < δ.

The secant curvature of the step εs is then

⟨g(x + εs) − g(x), εs⟩ = ε(φ(ε) − φ(0)) < 0.

The threshold δ may depend on x and s, and the theorem gives no estimate of its size. In the code, `hd.tendsto_slope_zero` provides the limit of the quotients, `h2` is the negative quotient, and `h3` deduces that the difference φ(ε) − φ(0) is itself negative.

```lean
/-- If the Hessian at `x` is negative along `s`, then every sufficiently short forward step
along `s` has negative secant curvature. -/
theorem short_steps_detect_negative_curvature (h : IsEnergySurface f g H) {x s : V}
    (hneg : ⟪H x s, s⟫_ℝ < 0) :
    ∃ δ > 0, ∀ ε : ℝ, 0 < ε → ε < δ → secantCurvature g x (ε • s) < 0 := by
  have hd := hasDerivAt_gradient_along h x s 0
  simp only [zero_smul, add_zero] at hd
  -- difference quotients close to the derivative are negative too
  obtain ⟨δ, hδ, hsub⟩ :=
    Metric.mem_nhdsWithin_iff.1 (hd.tendsto_slope_zero (Iio_mem_nhds hneg))
  refine ⟨δ, hδ, fun ε h0 h1 => ?_⟩
  have hball : ε ∈ Metric.ball (0 : ℝ) δ := by
    rw [Metric.mem_ball, Real.dist_eq, sub_zero, abs_of_pos h0]
    exact h1
  have h2 : ε⁻¹ * (⟪g (x + (0 + ε) • s), s⟫_ℝ - ⟪g (x + (0 : ℝ) • s), s⟫_ℝ) < 0 :=
    hsub ⟨hball, h0.ne'⟩
  simp only [zero_add, zero_smul, add_zero] at h2
  have h3 : ⟪g (x + ε • s), s⟫_ℝ - ⟪g x, s⟫_ℝ < 0 := by
    by_contra hn
    exact absurd h2 (not_lt_of_ge (mul_nonneg (inv_pos.2 h0).le (not_lt.1 hn)))
  rw [secantCurvature, inner_smul_right, inner_sub_left]
  exact mul_neg_of_pos_of_neg h0 h3
```

## A double well with positive curvature at both ends

The certified point can lie strictly inside the step while the Hessian at both ends is positive. A one-dimensional energy shows this:

f(q) = q⁴/4 − q²/2.

```lean
/-- The symmetric double-well energy `q⁴/4 - q²/2`. -/
def doubleWell (q : ℝ) : ℝ := q ^ 4 / 4 - q ^ 2 / 2
```

Its gradient is g(q) = q³ − q.

```lean
/-- The function `q³ - q`, the slope of the double well. -/
def doubleWellGradient (q : ℝ) : ℝ := q ^ 3 - q
```

Its Hessian is multiplication by 3q² − 1, written as a linear map from ℝ to ℝ. Applying that map to 1 returns the number itself.

```lean
/-- Multiplication by `3q² - 1`, the Hessian of the double well. -/
def doubleWellHessian (q : ℝ) : ℝ →L[ℝ] ℝ := (3 * q ^ 2 - 1) • ContinuousLinearMap.id ℝ ℝ
```

Take x = −7/10 and s = 7/5, so that the step ends at 7/10. Then

y = 2(0.343 − 0.7) = −0.714,
⟨y, s⟩ = −0.714 · 1.4 = −0.9996,

whereas at both ends 3q² − 1 = 0.47. The mean value equation 3q² − 1 = −0.9996/1.96 = −0.51 has the solutions q = ±0.7/√3 ≈ ±0.404, both inside the step, so t need not be unique.

The theorem checks that this f, g and H form an energy surface, that the secant curvature is negative, and that both end Hessians are positive. The first two parts of its proof differentiate the polynomials; the others are arithmetic.

```lean
/-- For the double well, the step from `-7/10` to `7/10` has negative secant curvature although
the Hessian is positive at both ends. -/
theorem doubleWell_witness :
    IsEnergySurface doubleWell doubleWellGradient doubleWellHessian ∧
    secantCurvature doubleWellGradient (-7 / 10) (7 / 5) < 0 ∧
    0 < doubleWellHessian (-7 / 10) 1 ∧ 0 < doubleWellHessian (7 / 10) 1 := by
  have hin : ∀ a b : ℝ, ⟪a, b⟫_ℝ = b * a := fun a b => by simp [mul_comm]
  refine ⟨⟨fun q => ?_, fun q => ?_⟩, ?_, ?_, ?_⟩
  · have hd : HasDerivAt doubleWell (doubleWellGradient q) q := by
      have h := ((hasDerivAt_pow 4 q).div_const 4).fun_sub ((hasDerivAt_pow 2 q).div_const 2)
      refine h.congr_deriv ?_
      unfold doubleWellGradient
      norm_num
    have h : HasFDerivAt doubleWell (innerSL ℝ (doubleWellGradient q) : ℝ →L[ℝ] ℝ) q :=
      hd.hasFDerivAt.congr_fderiv (ContinuousLinearMap.ext fun v => by
        show v • doubleWellGradient q = ⟪doubleWellGradient q, v⟫_ℝ
        rw [hin, smul_eq_mul])
    exact h
  · have hd : HasDerivAt doubleWellGradient (3 * q ^ 2 - 1) q := by
      have h := (hasDerivAt_pow 3 q).fun_sub (hasDerivAt_id' q)
      refine h.congr_deriv ?_
      norm_num
    have h : HasFDerivAt doubleWellGradient (doubleWellHessian q) q :=
      hd.hasFDerivAt.congr_fderiv (ContinuousLinearMap.ext fun v => by
        show v • (3 * q ^ 2 - 1) = (3 * q ^ 2 - 1) • v
        rw [smul_eq_mul, smul_eq_mul, mul_comm])
    exact h
  · rw [secantCurvature, hin]
    norm_num [doubleWellGradient]
  · norm_num [doubleWellHessian]
  · norm_num [doubleWellHessian]

end SecantMeanValueHessian
```

A positive secant curvature gives no opposite guarantee: in the same well, the step from −2 to 2 has ⟨y, s⟩ = 12 · 4 = 48, although the Hessian at q = 0 is −1.

```lean
#print axioms SecantMeanValueHessian.exists_hessian_eigenvalue_le_secant
#print axioms SecantMeanValueHessian.negative_secant_certifies
#print axioms SecantMeanValueHessian.short_steps_detect_negative_curvature
```

```
'SecantMeanValueHessian.exists_hessian_eigenvalue_le_secant' depends on axioms: [propext, Classical.choice, Quot.sound]
'SecantMeanValueHessian.negative_secant_certifies' depends on axioms: [propext, Classical.choice, Quot.sound]
'SecantMeanValueHessian.short_steps_detect_negative_curvature' depends on axioms: [propext, Classical.choice, Quot.sound]
```
